# A commuting normalisation of P + Q − 1 exchanges the idempotent density matrices P and Q

Let P and Q be idempotent, P² = P and Q² = Q, and let B commute with both and satisfy

B²(P + Q − 1)² = 1.

Then R = B(P + Q − 1) obeys

R² = 1, RPR = Q, RQR = P.

The condition on B says that B is an inverse square root of (P + Q − 1)². Physically, it requires that no nonzero state be fully occupied in one density matrix and empty in the other.

## Carrying one occupied space onto another

A code may hold two density matrices, from successive self-consistency steps or from neighbouring geometries, and need an orthogonal or unitary matrix that carries one occupied space onto the other. For mean-field density matrices with spin-orbital occupations 0 or 1, written in a common orthonormal basis, R does this whenever P + Q − 1 is invertible, with the B described below and without reference to individual orbitals.

For Hermitian matrices with P + Q − 1 invertible, standard spectral theory supplies B as the positive inverse square root of (P + Q − 1)². It commutes with P and Q, and R is then the matrix sign function of P + Q − 1, which can be computed by the same kind of matrix iteration as purification. The norms of R² − 1 and RPR − Q measure how well a computed R satisfies the first two identities; if the computed R is Hermitian, the first norm also measures its departure from unitarity.

## From idempotency to the exchange

Write S = P + Q − 1, so that R = BS. Idempotency gives

SP = P² + QP − P = QP,

QS = QP + Q² − Q = QP.

Hence SP = QS. Since B commutes with Q,

RP = BSP = BQS = QBS = QR.

B commutes with P, Q and 1, hence with S, so

R² = BSBS = B²S² = 1.

Multiplying RP = QR by R on the right gives RPR = QR² = Q. S is unchanged when P and Q are swapped, so RQ = PR as well, and RQR = PR² = P.

Four consequences follow.

- **Occupation.** If Px = x, then QRx = RPx = Rx. Conversely, if QRx = Rx, then RPx = Rx, and applying R gives Px = x.
- **Unitarity.** If P, Q and B are self-adjoint, then R† = SB = BS = R, and R†R = R² = 1.
- **Trace.** For matrices, tr Q = tr(RPR) = tr(R²P) = tr P. Over the real or complex numbers, both density matrices therefore hold the same number of occupied orbitals.
- **Obstruction.** If Px = x and Qx = 0, then Sx = x + 0 − x = 0. Any B with B²S² = 1 would give x = B²S²x = 0, so a nonzero x of this kind rules out every such B.

## Two orbitals with overlap 3/5

Take the projectors onto (1, 0) and (3/5, 4/5). With matrices written by rows,

P = [1, 0; 0, 0],

Q = [9/25, 12/25; 12/25, 16/25],

S = [9/25, 12/25; 12/25, −9/25].

Then S² = (9/25)·1, so B = (5/3)·1 and

R = [3/5, 4/5; 4/5, −3/5].

Here RP = [3/5, 0; 4/5, 0], and multiplying by R on the right returns Q. R is the mirror that sends (1, 0) to (3/5, 4/5).

## The Lean file

```lean
import Mathlib

open Matrix

namespace DensityMatrixReflection

noncomputable section

/-- The element `R = B (P + Q - 1)`, defined for any elements `P`, `Q` and `B` of a ring. -/
def exchangeReflection {A : Type*} [Ring A] (P Q B : A) : A := B * (P + Q - 1)

/-- The outer product of the real two-component vector `(c, s)` with itself. -/
def orbitalProjector (c s : ℝ) : Matrix (Fin 2) (Fin 2) ℝ :=
  !![c ^ 2, c * s; c * s, s ^ 2]

section General

variable {A : Type*} [Ring A] {P Q B : A}

/-- If `P` and `Q` are idempotent and `B` commutes with `Q`, then `R P = Q R`, whatever the
normalisation of `B`. -/
theorem exchangeReflection_intertwines (hP : IsIdempotentElem P)
    (hQ : IsIdempotentElem Q) (hBQ : Commute B Q) :
    exchangeReflection P Q B * P = Q * exchangeReflection P Q B := by
  -- both sides of the inner identity equal `Q P`
  have h : (P + Q - 1) * P = Q * (P + Q - 1) := by
    simp only [add_mul, sub_mul, mul_add, mul_sub, one_mul, mul_one, hP.eq, hQ.eq]
    abel
  unfold exchangeReflection
  rw [mul_assoc, h, ← mul_assoc, hBQ.eq, mul_assoc]

/-- If `B` commutes with `P` and `Q` and `B² (P + Q - 1)² = 1`, then `R² = 1`. -/
theorem exchangeReflection_sq (hBP : Commute B P) (hBQ : Commute B Q)
    (hB : B ^ 2 * (P + Q - 1) ^ 2 = 1) :
    exchangeReflection P Q B ^ 2 = 1 := by
  have hc : Commute B (P + Q - 1) :=
    (hBP.add_right hBQ).sub_right (Commute.one_right B)
  unfold exchangeReflection
  rw [hc.mul_pow, hB]

/-- If `P` and `Q` are idempotent, and `B` commutes with both and satisfies `B² (P + Q - 1)² = 1`,
then `R = B (P + Q - 1)` obeys `R² = 1`, `R P R = Q` and `R Q R = P`. -/
theorem reflection_exchanges_density_matrices (hP : IsIdempotentElem P)
    (hQ : IsIdempotentElem Q) (hBP : Commute B P) (hBQ : Commute B Q)
    (hB : B ^ 2 * (P + Q - 1) ^ 2 = 1) :
    exchangeReflection P Q B ^ 2 = 1 ∧
    exchangeReflection P Q B * P * exchangeReflection P Q B = Q ∧
    exchangeReflection P Q B * Q * exchangeReflection P Q B = P := by
  have hR := exchangeReflection_sq hBP hBQ hB
  -- `R` is symmetric in the two density matrices
  have hsymm : exchangeReflection Q P B = exchangeReflection P Q B := by
    unfold exchangeReflection
    rw [add_comm Q P]
  have h2 := exchangeReflection_intertwines hQ hP hBP
  rw [hsymm] at h2
  refine ⟨hR, ?_, ?_⟩
  · rw [exchangeReflection_intertwines hP hQ hBQ, mul_assoc, ← pow_two, hR, mul_one]
  · rw [h2, mul_assoc, ← pow_two, hR, mul_one]

/-- Under the hypotheses of `reflection_exchanges_density_matrices`, `P x = x` holds exactly when `Q
(R x) = R x`. -/
theorem occupied_iff_reflected_occupied {M : Type*} [AddCommGroup M] [Module A M]
    (hP : IsIdempotentElem P) (hQ : IsIdempotentElem Q)
    (hBP : Commute B P) (hBQ : Commute B Q)
    (hB : B ^ 2 * (P + Q - 1) ^ 2 = 1) (x : M) :
    P • x = x ↔
      Q • (exchangeReflection P Q B • x) = exchangeReflection P Q B • x := by
  have hR := exchangeReflection_sq hBP hBQ hB
  rw [← mul_smul, ← exchangeReflection_intertwines hP hQ hBQ, mul_smul]
  constructor
  · intro h
    rw [h]
  · intro h
    -- apply `R` once more to undo the reflection
    have h' := congrArg (fun y => exchangeReflection P Q B • y) h
    simpa only [← mul_smul, ← mul_assoc, ← pow_two, hR, one_mul, one_smul] using h'

/-- If some nonzero state is fully occupied in `P` and empty in `Q`, then no factor `B`
satisfies the normalisation `B² (P + Q - 1)² = 1`. -/
theorem no_normalisation_of_orthogonal_state {M : Type*} [AddCommGroup M] [Module A M]
    {x : M} (hx : x ≠ 0) (hPx : P • x = x) (hQx : Q • x = 0) :
    ¬ ∃ B : A, B ^ 2 * (P + Q - 1) ^ 2 = 1 := by
  rintro ⟨B, hB⟩
  -- the state is annihilated by `P + Q - 1`
  have h0 : (P + Q - 1) • x = 0 := by
    rw [sub_smul, add_smul, hPx, hQx, one_smul, add_zero, sub_self]
  apply hx
  calc x = (B ^ 2 * (P + Q - 1) ^ 2) • x := by rw [hB, one_smul]
    _ = 0 := by rw [pow_two (P + Q - 1), mul_smul, mul_smul, h0, smul_zero, smul_zero]

/-- If `P`, `Q` and `B` are self-adjoint, and `B` commutes with `P` and `Q` and satisfies `B² (P + Q
- 1)² = 1`, then `R` is self-adjoint and `R† R = 1`. -/
theorem exchangeReflection_unitary [StarRing A] (hP : star P = P) (hQ : star Q = Q)
    (hBs : star B = B) (hBP : Commute B P) (hBQ : Commute B Q)
    (hB : B ^ 2 * (P + Q - 1) ^ 2 = 1) :
    star (exchangeReflection P Q B) = exchangeReflection P Q B ∧
    star (exchangeReflection P Q B) * exchangeReflection P Q B = 1 := by
  have hc : Commute B (P + Q - 1) :=
    (hBP.add_right hBQ).sub_right (Commute.one_right B)
  have hs : star (exchangeReflection P Q B) = exchangeReflection P Q B := by
    unfold exchangeReflection
    rw [star_mul, star_sub, star_add, star_one, hP, hQ, hBs, hc.eq]
  refine ⟨hs, ?_⟩
  rw [hs, ← pow_two, exchangeReflection_sq hBP hBQ hB]

end General

/-- Idempotent matrices `P` and `Q` have the same trace if some `B` commutes with both and satisfies
`B² (P + Q - 1)² = 1`. -/
theorem trace_eq_of_normalisation {n K : Type*} [Fintype n] [DecidableEq n] [CommRing K]
    {P Q B : Matrix n n K} (hP : IsIdempotentElem P) (hQ : IsIdempotentElem Q)
    (hBP : Commute B P) (hBQ : Commute B Q)
    (hB : B ^ 2 * (P + Q - 1) ^ 2 = 1) :
    P.trace = Q.trace := by
  obtain ⟨hR, hPQ, -⟩ := reflection_exchanges_density_matrices hP hQ hBP hBQ hB
  -- cyclicity of the trace brings the two reflections together
  have h := Matrix.trace_mul_comm (exchangeReflection P Q B * P) (exchangeReflection P Q B)
  rw [hPQ, ← mul_assoc, ← pow_two, hR, one_mul] at h
  exact h.symm

/-- The projectors onto the orbitals `(1, 0)` and `(c, s)`, with `c² + s² = 1` and overlap `c ≠ 0`,
meet the hypotheses of `reflection_exchanges_density_matrices` with `B = c⁻¹ • 1`, and `R` is the
matrix with rows `(c, s)` and `(s, -c)`. -/
theorem reflection_witness (c s : ℝ) (h : c ^ 2 + s ^ 2 = 1) (hc : c ≠ 0) :
    IsIdempotentElem (orbitalProjector 1 0) ∧
    IsIdempotentElem (orbitalProjector c s) ∧
    Commute (c⁻¹ • (1 : Matrix (Fin 2) (Fin 2) ℝ)) (orbitalProjector 1 0) ∧
    Commute (c⁻¹ • (1 : Matrix (Fin 2) (Fin 2) ℝ)) (orbitalProjector c s) ∧
    (c⁻¹ • (1 : Matrix (Fin 2) (Fin 2) ℝ)) ^ 2 *
      (orbitalProjector 1 0 + orbitalProjector c s - 1) ^ 2 = 1 ∧
    exchangeReflection (orbitalProjector 1 0) (orbitalProjector c s)
      (c⁻¹ • (1 : Matrix (Fin 2) (Fin 2) ℝ)) = !![c, s; s, -c] := by
  have hidem : ∀ a b : ℝ, a ^ 2 + b ^ 2 = 1 → IsIdempotentElem (orbitalProjector a b) := by
    intro a b hab
    change orbitalProjector a b * orbitalProjector a b = orbitalProjector a b
    ext i j
    fin_cases i <;> fin_cases j <;>
      simp [orbitalProjector, Matrix.mul_apply, Fin.sum_univ_succ] <;>
      first
        | linear_combination a ^ 2 * hab
        | linear_combination a * b * hab
        | linear_combination b ^ 2 * hab
  have hcomm : ∀ X : Matrix (Fin 2) (Fin 2) ℝ,
      Commute (c⁻¹ • (1 : Matrix (Fin 2) (Fin 2) ℝ)) X :=
    fun X => (Commute.one_left X).smul_left _
  -- `P + Q - 1` is the overlap times a mirror matrix
  have hS : orbitalProjector 1 0 + orbitalProjector c s - 1 = c • !![c, s; s, -c] := by
    ext i j
    fin_cases i <;> fin_cases j <;> simp [orbitalProjector] <;>
      first
        | ring1
        | linear_combination h
  have hR : (c⁻¹ • (1 : Matrix (Fin 2) (Fin 2) ℝ)) *
      (orbitalProjector 1 0 + orbitalProjector c s - 1) = !![c, s; s, -c] := by
    rw [hS, smul_mul_assoc, one_mul, smul_smul, inv_mul_cancel₀ hc, one_smul]
  refine ⟨hidem 1 0 (by norm_num), hidem c s h, hcomm _, hcomm _, ?_, hR⟩
  rw [← (hcomm _).mul_pow, hR, pow_two]
  ext i j
  fin_cases i <;> fin_cases j <;>
    simp [Matrix.mul_apply, Fin.sum_univ_succ] <;>
    first
      | ring1
      | linear_combination h

end

end DensityMatrixReflection
```

```lean
#print axioms DensityMatrixReflection.reflection_exchanges_density_matrices
#print axioms DensityMatrixReflection.no_normalisation_of_orthogonal_state
#print axioms DensityMatrixReflection.exchangeReflection_unitary
#print axioms DensityMatrixReflection.trace_eq_of_normalisation
```

```
'DensityMatrixReflection.reflection_exchanges_density_matrices' depends on axioms: [propext]
'DensityMatrixReflection.no_normalisation_of_orthogonal_state' depends on axioms: [propext]
'DensityMatrixReflection.exchangeReflection_unitary' depends on axioms: [propext, Classical.choice, Quot.sound]
'DensityMatrixReflection.trace_eq_of_normalisation' depends on axioms: [propext, Classical.choice, Quot.sound]
```

## How the Lean statements read

The type `A` is any ring, not necessarily commutative; square matrices are the intended case. `IsIdempotentElem P` says P·P = P, `Commute B P` says BP = PB, and `exchangeReflection P Q B` is R. The main theorem, `reflection_exchanges_density_matrices`, takes the two idempotencies, the two commutation relations and the normalisation `hB`, and returns the three identities of the opening.

States are elements of a module `M` over `A`, with `P • x` for the action of P on x. "Fully occupied" means `P • x = x`, and "empty" means `Q • x = 0`. In `exchangeReflection_unitary`, `star` plays the part of the adjoint. The obstruction theorem assumes neither idempotency nor any commutation of B. `reflection_witness` shows that the hypotheses are satisfiable: for real c and s with c² + s² = 1 and c ≠ 0, it verifies them with B = c⁻¹·1 and identifies R as the matrix with rows (c, s) and (s, −c).

## How the proof follows the algebra

`exchangeReflection_intertwines` proves RP = QR. Its `simp only` call expands both products and applies idempotency, and `abel` cancels the remaining terms. `exchangeReflection_sq` proves R² = 1. The main theorem combines the two, using `hsymm` to record that R is symmetric in P and Q, which yields the second exchange from the first lemma.

The trace theorem uses `Matrix.trace_mul_comm` to bring the two factors of R together. In the witness, idempotency, the form of P + Q − 1 and the final square are checked entry by entry, with `linear_combination` supplying a multiple of the normalisation of the orbital where an entry needs one.

The step R² = B²S² turns on `Commute.mul_pow`. In a noncommutative ring, (BS)² is BSBS, and the general rule `mul_pow` is unavailable. Mathlib treats commutation as a proposition whose proofs can be combined: `hBP.add_right hBQ` proves that B commutes with P + Q, and `.sub_right (Commute.one_right B)` extends this to P + Q − 1. The resulting `hc` licenses the rewrite `hc.mul_pow`, which splits the square.

## Exact identities and approximate matrices

The theorems cover exact idempotents and an exact B. Apart from the two-orbital witness, they do not construct B, nor do they show that it exists whenever the obstruction is absent. Fractional occupations at finite electronic temperature fall outside the hypotheses, as do density matrices that truncation has left only approximately idempotent.

There is no error bound either. In the two-orbital example B = 1/c, so a small overlap c makes B large and amplifies errors in S. In a non-orthogonal basis, the conjugate transpose of a matrix does not in general represent the adjoint operator. Transforming both density matrices to a common orthonormal basis first lets `exchangeReflection_unitary` be read with `star` as the conjugate transpose and R as unitary in the usual sense.
